# Among orthonormal combinations of a finite, linearly independent real basis, Löwdin's lie closest to the original functions

Let S be the real positive definite overlap matrix of n basis functions, and let X be any real square matrix with XᵀSX = 1, so that X turns the basis into an orthonormal set. The summed squared distance between the new functions and the old ones then satisfies

tr((X − 1)ᵀ S (X − 1)) ≥ n + tr S − 2 tr S^(1/2),

with equality exactly when X = S^(−1/2), the Löwdin choice. I know this as the Carlson–Keller theorem. I would like to see a rigorous derivation with the equality case included, and a version that a proof assistant has checked. I would also like to see the trace tied to actual distances between functions. How does that go?

## The excess over the bound is a displacement too

The inequality follows from an exact identity: the amount by which the left-hand side exceeds the bound is a quantity of the same form, with S^(1/2) in place of S and S^(1/2)X in place of X.

Let φ_i be the basis functions, vectors in a real inner product space, with S_ij = ⟨φ_i, φ_j⟩. The new functions are

χ_j = Σ_i X_ij φ_i.

Their inner products are ⟨χ_i, χ_j⟩ = (XᵀSX)_ij, so they are orthonormal exactly when XᵀSX = 1. The difference χ_j − φ_j has the coefficients (X − 1)_ij, and therefore

‖χ_j − φ_j‖² = ((X − 1)ᵀ S (X − 1))_jj.

For square matrices A and V, write

D(A, V) = tr((V − 1)ᵀ A (V − 1)).

Summing the squared distances over j gives D(S, X).

If the φ_i are linearly independent, S is positive definite, because for a coefficient vector c ≠ 0

cᵀSc = ‖Σ_i c_i φ_i‖² > 0.

Let R = S^(1/2), which is symmetric and positive definite with R² = S, and put U = RX. Then

UᵀU = XᵀRRX = XᵀSX = 1.

Since U is square, UUᵀ = 1 as well.

For symmetric A, multiplying out D gives

D(A, V) = tr(VᵀAV) − tr(VᵀA) − tr(AV) + tr A.

The two middle traces are equal, because VᵀA is the transpose of AV. Hence

D(A, V) = tr(VᵀAV) − 2 tr(AV) + tr A.

Use this twice. With A = S and V = X, the constraint turns the first trace into n:

D(S, X) = n − 2 tr(SX) + tr S.

With A = R and V = U, we have tr(UᵀRU) = tr(UUᵀR) = tr R and RU = RRX = SX, so

D(R, U) = 2 tr R − 2 tr(SX).

Subtracting the second line from the first eliminates tr(SX):

D(S, X) = n + tr S − 2 tr R + D(R, U).

It remains to see that D(R, U) is nonnegative. Let v_j be column j of U − 1. Then

D(R, U) = Σ_j v_jᵀ R v_j ≥ 0,

and since R is positive definite, the sum vanishes only if every v_j is zero. That means U = 1, or RX = 1, or X = R⁻¹. Conversely, X = R⁻¹ gives U = 1 and D(R, U) = 0.

Finally, R⁻¹ is an allowed choice, because it is symmetric and

R⁻¹ S R⁻¹ = R⁻¹ R R R⁻¹ = 1.

The bound is therefore attained, and only there.

Here is the same argument in Lean 4 with Mathlib.

```lean
import Mathlib

open Matrix
open scoped MatrixOrder

namespace CarlsonKeller

noncomputable section

variable {n m E : Type*} [Fintype n] [NormedAddCommGroup E] [InnerProductSpace ℝ E]

/-- The overlap matrix of a family of real basis functions. -/
def overlap (φ : n → E) : Matrix n n ℝ := Matrix.of fun i j => inner ℝ (φ i) (φ j)

/-- The new functions, linear combinations of the basis functions with the columns of `X`
as coefficients. -/
def combine (φ : n → E) (X : Matrix n m ℝ) (j : m) : E := ∑ i, X i j • φ i

/-- The inner products of two sets of combined functions are the entries of `Xᵀ S Y`. -/
theorem inner_combine (φ : n → E) (X Y : Matrix n m ℝ) (i j : m) :
    inner ℝ (combine φ X i) (combine φ Y j) = (Xᵀ * overlap φ * Y) i j := by
  unfold combine
  rw [Matrix.mul_assoc, Matrix.mul_apply, sum_inner]
  refine Finset.sum_congr rfl fun a _ => ?_
  rw [real_inner_smul_left, inner_sum, Matrix.mul_apply, Matrix.transpose_apply]
  congr 1
  refine Finset.sum_congr rfl fun b _ => ?_
  rw [real_inner_smul_right, overlap, Matrix.of_apply, mul_comm]

/-- Linearly independent basis functions have a positive definite overlap matrix. -/
theorem overlap_posDef {φ : n → E} (hφ : LinearIndependent ℝ φ) : (overlap φ).PosDef := by
  rw [Matrix.posDef_iff_dotProduct_mulVec]
  constructor
  · refine Matrix.IsHermitian.ext fun i j => ?_
    simp only [overlap, Matrix.of_apply, star_trivial]
    exact real_inner_comm _ _
  · intro x hx
    -- the quadratic form is the squared norm of the function with coefficients `x`
    have key : x ⬝ᵥ overlap φ *ᵥ x = ‖∑ i, x i • φ i‖ ^ 2 := by
      have h := inner_combine φ (Matrix.of fun i (_ : Unit) => x i)
        (Matrix.of fun i (_ : Unit) => x i) () ()
      rw [Matrix.mul_assoc] at h
      rw [← real_inner_self_eq_norm_sq]
      exact h.symm
    have hne : ∑ i, x i • φ i ≠ 0 := fun h0 =>
      hx (funext (Fintype.linearIndependent_iff.1 hφ x h0))
    rw [star_trivial, key]
    exact pow_pos (norm_pos_iff.2 hne) 2

variable [DecidableEq n]

/-- The displacement `tr((X - 1)ᵀ S (X - 1))`. -/
def displacement (S X : Matrix n n ℝ) : ℝ := ((X - 1)ᵀ * S * (X - 1)).trace

/-- The square root `S^(1/2)` of a positive semidefinite matrix `S`. -/
def root (S : Matrix n n ℝ) : Matrix n n ℝ := CFC.sqrt S

/-- The displacement is the sum of the squared distances between new and original functions. -/
theorem sum_sq_dist (φ : n → E) (X : Matrix n n ℝ) :
    ∑ j, ‖combine φ X j - φ j‖ ^ 2 = displacement (overlap φ) X := by
  unfold displacement Matrix.trace
  refine Finset.sum_congr rfl fun j _ => ?_
  have h : combine φ X j - φ j = combine φ (X - 1) j := by
    simp [combine, sub_smul, Finset.sum_sub_distrib, Matrix.one_apply, ite_smul]
  rw [h, ← real_inner_self_eq_norm_sq, inner_combine, Matrix.diag_apply]

/-- The square root of a positive definite matrix is positive definite and squares to it. -/
theorem root_spec {S : Matrix n n ℝ} (hS : S.PosDef) :
    (root S).PosDef ∧ root S * root S = S := by
  have hsq : root S * root S = S :=
    CFC.sqrt_mul_sqrt_self S (Matrix.nonneg_iff_posSemidef.2 hS.posSemidef)
  have hpsd : (root S).PosSemidef := Matrix.nonneg_iff_posSemidef.1 (CFC.sqrt_nonneg S)
  refine ⟨hpsd.posDef_iff_isUnit.2 ((Matrix.isUnit_iff_isUnit_det _).2 ?_), hsq⟩
  refine isUnit_iff_ne_zero.2 fun h0 => hS.det_pos.ne' ?_
  rw [← hsq, Matrix.det_mul, h0, zero_mul]

omit [Fintype n] [DecidableEq n] in
private theorem symm_of_posDef {A : Matrix n n ℝ} (hA : A.PosDef) : Aᵀ = A := by
  rw [← Matrix.conjTranspose_eq_transpose_of_trivial]
  exact hA.isHermitian.eq

private theorem displacement_expand {A : Matrix n n ℝ} (hA : Aᵀ = A) (V : Matrix n n ℝ) :
    displacement A V = (Vᵀ * A * V).trace - 2 * (A * V).trace + A.trace := by
  have t : (Vᵀ * A).trace = (A * V).trace := by
    rw [← Matrix.trace_transpose (A * V), Matrix.transpose_mul, hA]
  have e : (V - 1)ᵀ * A * (V - 1) = Vᵀ * A * V - Vᵀ * A - A * V + A := by
    rw [Matrix.transpose_sub, Matrix.transpose_one]
    noncomm_ring
  rw [displacement, e, Matrix.trace_add, Matrix.trace_sub, Matrix.trace_sub, t]
  ring

/-- For a positive definite matrix the displacement is nonnegative, and it vanishes only
for the identity transformation. -/
theorem displacement_nonneg {A : Matrix n n ℝ} (hA : A.PosDef) (V : Matrix n n ℝ) :
    0 ≤ displacement A V ∧ (displacement A V = 0 ↔ V = 1) := by
  -- the trace is a sum of quadratic forms, one for each column of `V - 1`
  have hsum : displacement A V =
      ∑ j, (fun i => (V - 1) i j) ⬝ᵥ A *ᵥ (fun i => (V - 1) i j) := by
    rw [displacement, Matrix.mul_assoc]
    simp only [Matrix.trace, Matrix.diag_apply, Matrix.mul_apply, Matrix.transpose_apply,
      dotProduct, Matrix.mulVec]
  have hnn : ∀ x : n → ℝ, 0 ≤ x ⬝ᵥ A *ᵥ x := fun x => by
    simpa only [star_trivial] using hA.posSemidef.dotProduct_mulVec_nonneg x
  refine ⟨hsum ▸ Finset.sum_nonneg fun j _ => hnn _, fun h => ?_, fun h => ?_⟩
  · rw [hsum, Finset.sum_eq_zero_iff_of_nonneg fun j _ => hnn _] at h
    refine sub_eq_zero.1 (Matrix.ext fun i j => ?_)
    by_contra hij
    have hne : (fun i => (V - 1) i j) ≠ 0 := fun h0 => hij (congrFun h0 i)
    have hpos := hA.dotProduct_mulVec_pos hne
    rw [star_trivial] at hpos
    exact hpos.ne' (h j (Finset.mem_univ j))
  · simp [displacement, h]

/-- For an orthonormalizing `X`, the displacement exceeds `n + tr S - 2 tr S^(1/2)` by exactly
the displacement formed with `S^(1/2)` and `S^(1/2) X`. -/
theorem displacement_eq {S X : Matrix n n ℝ} (hS : S.PosDef) (hX : Xᵀ * S * X = 1) :
    displacement S X = Fintype.card n + S.trace - 2 * (root S).trace
      + displacement (root S) (root S * X) := by
  obtain ⟨hR, hsq⟩ := root_spec hS
  have hT := symm_of_posDef hR
  -- `U = S^(1/2) X` is an orthogonal matrix
  have hU : (root S * X)ᵀ * (root S * X) = 1 := by
    calc (root S * X)ᵀ * (root S * X) = Xᵀ * (root S * root S) * X := by
          rw [Matrix.transpose_mul, hT]
          noncomm_ring
      _ = 1 := by rw [hsq, hX]
  have hU' := mul_eq_one_comm.1 hU
  have h1 : ((root S * X)ᵀ * root S * (root S * X)).trace = (root S).trace := by
    rw [Matrix.trace_mul_comm, ← Matrix.mul_assoc, hU', Matrix.one_mul]
  have h2 : root S * (root S * X) = S * X := by rw [← Matrix.mul_assoc, hsq]
  rw [displacement_expand (symm_of_posDef hS), displacement_expand hT, hX, h1, h2,
    Matrix.trace_one]
  ring

/-- For positive definite `S`, the Löwdin matrix `X = S^(-1/2)` satisfies `Xᵀ S X = 1`. -/
theorem lowdin_orthonormalizes {S : Matrix n n ℝ} (hS : S.PosDef) :
    ((root S)⁻¹)ᵀ * S * (root S)⁻¹ = 1 := by
  obtain ⟨hR, hsq⟩ := root_spec hS
  have hu : IsUnit (root S).det := isUnit_iff_ne_zero.2 hR.det_pos.ne'
  calc ((root S)⁻¹)ᵀ * S * (root S)⁻¹
      = (root S)⁻¹ * (root S * root S) * (root S)⁻¹ := by
        rw [hsq, Matrix.transpose_nonsing_inv, symm_of_posDef hR]
    _ = 1 := by
        rw [← Matrix.mul_assoc, Matrix.nonsing_inv_mul _ hu, Matrix.one_mul,
          Matrix.mul_nonsing_inv _ hu]

/-- Carlson-Keller theorem: every orthonormalizing `X` has displacement at least
`n + tr S - 2 tr S^(1/2)`, with equality exactly for the Löwdin choice `X = S^(-1/2)`. -/
theorem carlson_keller {S X : Matrix n n ℝ} (hS : S.PosDef) (hX : Xᵀ * S * X = 1) :
    Fintype.card n + S.trace - 2 * (root S).trace ≤ displacement S X ∧
    (displacement S X = Fintype.card n + S.trace - 2 * (root S).trace ↔
      X = (root S)⁻¹) := by
  have hR := (root_spec hS).1
  have hu : IsUnit (root S).det := isUnit_iff_ne_zero.2 hR.det_pos.ne'
  obtain ⟨h0, hiff⟩ := displacement_nonneg hR (root S * X)
  have hD := displacement_eq hS hX
  refine ⟨by linarith, fun h => ?_, fun h => ?_⟩
  · exact (Matrix.inv_eq_right_inv (hiff.1 (by linarith))).symm
  · have h1 : root S * X = 1 := by rw [h, Matrix.mul_nonsing_inv _ hu]
    linarith [hiff.2 h1]

/-- For linearly independent functions, the Löwdin functions are orthonormal, and any other
orthonormal combinations have a strictly larger summed squared distance from the originals. -/
theorem lowdin_closest {φ : n → E} (hφ : LinearIndependent ℝ φ) :
    Orthonormal ℝ (combine φ (root (overlap φ))⁻¹) ∧
    ∀ X : Matrix n n ℝ, Orthonormal ℝ (combine φ X) → X ≠ (root (overlap φ))⁻¹ →
      ∑ j, ‖combine φ (root (overlap φ))⁻¹ j - φ j‖ ^ 2 < ∑ j, ‖combine φ X j - φ j‖ ^ 2 := by
  have hS := overlap_posDef hφ
  have hL := lowdin_orthonormalizes hS
  refine ⟨orthonormal_iff_ite.2 fun i j => ?_, fun X hX hne => ?_⟩
  · rw [inner_combine, hL, Matrix.one_apply]
  · have hX' : Xᵀ * overlap φ * X = 1 := by
      ext i j
      rw [← inner_combine, orthonormal_iff_ite.1 hX i j, Matrix.one_apply]
    obtain ⟨hle, hiff⟩ := carlson_keller hS hX'
    rw [sum_sq_dist, sum_sq_dist, (carlson_keller hS hL).2.2 rfl]
    exact lt_of_le_of_ne hle fun h => hne (hiff.1 h.symm)

end

end CarlsonKeller
```

```lean
#print axioms CarlsonKeller.lowdin_closest
```

```
'CarlsonKeller.lowdin_closest' depends on axioms: [propext, Classical.choice, Quot.sound]
```

## How the Lean statements describe a basis set

In the file, `n` is a finite index type that labels the basis functions, and their number is `Fintype.card n`. The functions are a family `φ : n → E` in a real inner product space `E`, which may be infinite-dimensional. `overlap φ` is S, and `combine φ X j` is χ_j, with the coefficients in column j of `X`. `displacement S X` is D(S, X), `root S` is S^(1/2), and the Löwdin matrix S^(−1/2) is written `(root S)⁻¹`.

The theorem `carlson_keller` reads: if S is positive definite (`hS`) and XᵀSX = 1 (`hX`), then the displacement is at least n + tr S − 2 tr S^(1/2), and it equals that value if and only if X = S^(−1/2). In Mathlib `PosDef` includes symmetry for real matrices, so symmetry is not a separate hypothesis. The theorem is about matrices alone and does not ask where S comes from.

The theorem `lowdin_closest` is about the functions themselves. Its one hypothesis on the basis is linear independence. It says that the Löwdin functions are orthonormal, and that any other matrix X producing orthonormal functions gives a strictly larger sum of squared distances. The original functions need not be normalised; if they are, tr S = n.

Several restrictions apply:

- The basis is finite and the coefficients are real, so complex orbitals and Bloch functions are not treated.
- X is square. Procedures that discard nearly dependent combinations, and so use a rectangular X, are not covered.
- All functions count equally in the sum, with no weights.
- Linear independence is assumed. Nothing is computed about particular Gaussians, and the arithmetic is exact, so the theorems are silent on rounding errors when S has very small eigenvalues.

In electronic structure calculations with a finite, real, linearly independent Gaussian basis, the result singles out symmetric orthogonalization as the transformation to an orthonormal basis that disturbs the original functions least in this summed sense.

## From inner products to the strict minimum

`inner_combine` expands the inner product of two linear combinations and identifies it with an entry of XᵀSY. It is used for three purposes. `overlap_posDef` applies it to a single column of coefficients to get cᵀSc = ‖Σ_i c_i φ_i‖², and linear independence makes the norm nonzero. `sum_sq_dist` applies it to X − 1 and obtains the displacement as a sum of squared distances. `lowdin_closest` uses it to translate between orthonormality and XᵀSX = 1.

`root_spec` supplies the two properties of R that the derivation needs: R is positive definite, and R² = S. The square root is at first known only to be positive semidefinite. If its determinant were zero, det S = (det R)² would be zero too, contradicting the positive definiteness of S.

`displacement_expand` is the expansion of D(A, V) for symmetric A. The tactic `noncomm_ring` multiplies out the product without commuting any matrices, and the equality of the two middle traces comes from transposition.

`displacement_nonneg` writes D(A, V) as a sum of quadratic forms over the columns of V − 1. Each term is nonnegative, so a vanishing sum forces every term to vanish. If some entry of V − 1 were nonzero, its column would contribute a strictly positive term, which is a contradiction.

`displacement_eq` is the central identity. Its `calc` block proves UᵀU = 1, and `mul_eq_one_comm` turns this into UUᵀ = 1, the step that relies on U being square. The intermediate results `h1` and `h2` are tr(UᵀRU) = tr R and RU = SX. After both displacements have been expanded, `ring` cancels tr(SX).

`lowdin_orthonormalizes` is the calculation R⁻¹SR⁻¹ = 1. In `carlson_keller` the lower bound then follows by `linarith` from the identity and D(R, U) ≥ 0. For the equality case, D(R, U) = 0 gives RX = 1, which identifies X as the inverse of R; the converse substitutes X = R⁻¹.

`lowdin_closest` applies `carlson_keller` twice. For the Löwdin matrix it gives the exact value of the minimum, and for a competing X it gives the inequality. Equality would force X to be the Löwdin matrix, so for any other X the inequality is strict.

## The square root supplied by `CFC.sqrt`

The proof turns on having R available as a matrix with known properties. By hand one would usually diagonalise S, take the square roots of its eigenvalues and transform back. The file takes R from Mathlib's continuous functional calculus, which applies a function to a suitable matrix through its spectrum. `CFC.sqrt` is the case of the square root. The file itself therefore never mentions eigenvectors, although Mathlib uses a diagonalisation to set up this calculus for matrices.

The functional calculus expresses positivity as an inequality, 0 ≤ S, and this requires an order on matrices. The line `open scoped MatrixOrder` switches on the order in which A ≤ B means that B − A is positive semidefinite. The lemma `Matrix.nonneg_iff_posSemidef` then translates between 0 ≤ S and the more familiar `PosSemidef`.

With that translation, `CFC.sqrt_nonneg` says that the root is positive semidefinite, and `CFC.sqrt_mul_sqrt_self` says that it squares to S. Since a positive semidefinite matrix has only one positive semidefinite square root, these two properties identify `root S` as the S^(1/2) of the usual Löwdin formula.
